# The C2v double group has exactly one two-dimensional fermionic representation up to equivalence

The C2v double group is modelled here as the quaternion group of order 8, `QuaternionGroup 2`. Its element `a 1` stands for the lifted twofold rotation, `xa 0` for a lifted reflection, and `a 2` for the rotation by $2\pi$. This identification is an input, with the convention that a lifted reflection squares to the $2\pi$ rotation; it is not derived from the geometry of spin.

```lean
import Mathlib

open Complex QuaternionGroup

namespace C2vDoubleGroup

noncomputable section
```

In a fermionic representation, the rotation and the reflection become $A$ and $B$ with

$$A^2=B^2=-1,\qquad AB=-BA.$$

These relations make sense in any ring, so one definition serves for both operators and matrices.

```lean
/-- Two elements of a ring that square to `-1` and anticommute, like the quaternions `i` and `j`. -/
structure IsQuaternionPair {R : Type*} [Ring R] (A B : R) : Prop where
  sqA : A * A = -1
  sqB : B * B = -1
  anti : A * B = -(B * A)
```

## Two copies of one eigenspace

Let $A,B$ act on a complex space $V$, and let $W$ be the eigenspace of $A$ at $i$. For $y\in W$,

$$A(By)=-B(Ay)=-i\,By,$$

so $B$ sends $W$ into the eigenspace at $-i$. Define $f(x,y)=x-By$ on $W\times W$.

If $f(x,y)=0$, then $x=By$ lies in both eigenspaces. Hence $2ix=0$ and $x=0$, and then $y=-B(By)=0$. So $f$ is injective. For surjectivity, given $v\in V$, put

$$x=\tfrac12(v-iAv),\qquad y=\tfrac12(Bv+iBAv).$$

The relations give $Ax=ix$ and $Ay=iy$, and

$$x-By=\tfrac12(v-iAv)+\tfrac12(v+iAv)=v.$$

The action follows from

$$A(x-By)=ix-B(-iy),\qquad B(x-By)=y-B(-x).$$

In the coordinates $(x,y)$, therefore, $A$ gives $(ix,-iy)$ and $B$ gives $(y,-x)$. In the proof, `inj` and `surj` are the two halves of bijectivity, and the last two bullets are the action. The equivalence `e` is $f$ with its inverse; no finite dimension is needed.

```lean
section Operators

variable {V V' : Type*} [AddCommGroup V] [Module ℂ V] [AddCommGroup V'] [Module ℂ V']

/-- A space carrying a quaternion pair is two copies of the eigenspace of `A` at `i`;
`A` acts as `(i, -i)` on the two copies and `B` exchanges them with a sign. -/
theorem exists_splitting {A B : Module.End ℂ V} (h : IsQuaternionPair A B) :
    ∃ e : (Module.End.eigenspace A I × Module.End.eigenspace A I) ≃ₗ[ℂ] V,
      ∀ x y, A (e (x, y)) = e (I • x, -(I • y)) ∧ B (e (x, y)) = e (y, -x) := by
  have hA : ∀ v, A (A v) = -v := fun v => LinearMap.congr_fun h.sqA v
  have hB : ∀ v, B (B v) = -v := fun v => LinearMap.congr_fun h.sqB v
  have hAB : ∀ v, A (B v) = -B (A v) := fun v => LinearMap.congr_fun h.anti v
  have hI : ∀ u : V, I • I • u = -u := fun u => by
    rw [smul_smul, I_mul_I, neg_one_smul]
  have hW : ∀ x : Module.End.eigenspace A I, A (x : V) = I • (x : V) :=
    fun x => Module.End.mem_eigenspace_iff.mp x.2
  obtain ⟨f, hf⟩ : ∃ f : (Module.End.eigenspace A I × Module.End.eigenspace A I) →ₗ[ℂ] V,
      ∀ x y, f (x, y) = (x : V) - B (y : V) :=
    ⟨(Module.End.eigenspace A I).subtype ∘ₗ LinearMap.fst ℂ _ _ -
      B ∘ₗ (Module.End.eigenspace A I).subtype ∘ₗ LinearMap.snd ℂ _ _, fun _ _ => rfl⟩
  -- the eigenspaces at `i` and `-i` meet only in zero
  have inj : Function.Injective f := by
    rw [injective_iff_map_eq_zero]
    rintro ⟨x, y⟩ hxy
    rw [hf] at hxy
    have h1 : (x : V) = B (y : V) := sub_eq_zero.mp hxy
    have h2 : A (x : V) = -(I • (x : V)) := by
      rw [h1, hAB, hW y, map_smul]
    have h3 : (2 * I) • (x : V) = 0 := by
      rw [two_mul, add_smul]
      exact eq_neg_iff_add_eq_zero.mp ((hW x).symm.trans h2)
    have hx : (x : V) = 0 := (smul_eq_zero.mp h3).resolve_left (by simp)
    have hy := hB (y : V)
    rw [← h1, hx, map_zero] at hy
    exact Prod.ext (Subtype.ext hx) (Subtype.ext (neg_eq_zero.mp hy.symm))
  -- the projectors `(1 ∓ iA)/2` decompose every vector
  have surj : Function.Surjective f := by
    intro v
    have hx : (1 / 2 : ℂ) • (v - I • A v) ∈ Module.End.eigenspace A I := by
      rw [Module.End.mem_eigenspace_iff]
      simp only [map_smul, map_sub, hA]
      linear_combination (norm := module) (1 / 2 : ℂ) • hI (A v)
    have hy : (1 / 2 : ℂ) • (B v + I • B (A v)) ∈ Module.End.eigenspace A I := by
      rw [Module.End.mem_eigenspace_iff]
      simp only [map_smul, map_add, hAB, hA, map_neg, neg_neg]
      linear_combination (norm := module) (-1 / 2 : ℂ) • hI (B (A v))
    refine ⟨(⟨_, hx⟩, ⟨_, hy⟩), ?_⟩
    rw [hf]
    simp only [map_smul, map_add, hB]
    module
  refine ⟨LinearEquiv.ofBijective f ⟨inj, surj⟩, fun x y => ⟨?_, ?_⟩⟩
  · change A (f (x, y)) = f (I • x, -(I • y))
    rw [hf, hf, map_sub, hAB, hW, hW]
    change I • (x : V) - -B (I • (y : V)) = I • (x : V) - B (-(I • (y : V)))
    rw [map_neg]
  · change B (f (x, y)) = f (y, -x)
    rw [hf, hf, map_sub, hB]
    change B (x : V) - -(y : V) = (y : V) - B (-(x : V))
    rw [map_neg]
    abel
```

When $V$ is finite-dimensional, counting dimensions gives $\dim V=2\dim W$, which is even.

```lean
/-- The dimension of a space carrying a quaternion pair is twice that of the eigenspace of `A`
at `i`. -/
theorem finrank_eq_two_mul [FiniteDimensional ℂ V] {A B : Module.End ℂ V}
    (h : IsQuaternionPair A B) :
    Module.finrank ℂ V = 2 * Module.finrank ℂ (Module.End.eigenspace A I) := by
  obtain ⟨e, -⟩ := exists_splitting h
  rw [← e.finrank_eq, Module.finrank_prod, two_mul]
```

Let $A',B'$ be a second pair, on a space $V'$ of the same dimension, with eigenspace $W'$ and splitting $e'$. Then $\dim W=\dim W'$, so there is a linear isomorphism $w:W\to W'$. Using it on both copies,

$$\varphi\bigl(e(x,y)\bigr)=e'(wx,wy),$$

gives $\varphi A=A'\varphi$ and $\varphi B=B'\varphi$, because both pairs act by the same formulas in their coordinates.

```lean
/-- Quaternion pairs on two spaces of the same finite dimension are related by an invertible
intertwiner. -/
theorem exists_intertwiner [FiniteDimensional ℂ V] [FiniteDimensional ℂ V']
    {A B : Module.End ℂ V} {A' B' : Module.End ℂ V'} (h : IsQuaternionPair A B)
    (h' : IsQuaternionPair A' B') (hd : Module.finrank ℂ V = Module.finrank ℂ V') :
    ∃ φ : V ≃ₗ[ℂ] V', ∀ v, φ (A v) = A' (φ v) ∧ φ (B v) = B' (φ v) := by
  have d := finrank_eq_two_mul h
  have d' := finrank_eq_two_mul h'
  obtain ⟨e, he⟩ := exists_splitting h
  obtain ⟨e', he'⟩ := exists_splitting h'
  -- match the two eigenspaces at `i`, then use the same map on both copies
  have w : Module.End.eigenspace A I ≃ₗ[ℂ] Module.End.eigenspace A' I :=
    LinearEquiv.ofFinrankEq _ _ (by omega)
  let φ : V ≃ₗ[ℂ] V' := e.symm ≪≫ₗ (w.prodCongr w) ≪≫ₗ e'
  have hφ : ∀ x y, φ (e (x, y)) = e' (w x, w y) := fun x y => by simp [φ]
  refine ⟨φ, fun v => ?_⟩
  obtain ⟨⟨x, y⟩, rfl⟩ := e.surjective v
  rw [(he x y).1, (he x y).2, hφ, hφ, hφ, (he' _ _).1, (he' _ _).2]
  simp only [map_neg, map_smul, and_self]

end Operators
```

## A common similarity for matrices

Let $S$ be the matrix of $\varphi$. The intertwining relations read $SA=A'S$ and $SB=B'S$, hence

$$SAS^{-1}=A',\qquad SBS^{-1}=B'.$$

In Lean, `S` is a unit of the matrix ring, so `S⁻¹` is a true inverse. The algebra equivalence `L` carries matrices to operators and back. Nothing is said about $S$ being unitary.

```lean
variable {n : Type*} [Fintype n] [DecidableEq n]

/-- Any two quaternion pairs of complex matrices of the same size are similar, with one
invertible `S` for both members. -/
theorem exists_similarity {A B A' B' : Matrix n n ℂ} (h : IsQuaternionPair A B)
    (h' : IsQuaternionPair A' B') :
    ∃ S : (Matrix n n ℂ)ˣ, (S : Matrix n n ℂ) * A * (S⁻¹ : (Matrix n n ℂ)ˣ) = A' ∧
      (S : Matrix n n ℂ) * B * (S⁻¹ : (Matrix n n ℂ)ˣ) = B' := by
  have L : Matrix n n ℂ ≃ₐ[ℂ] Module.End ℂ (n → ℂ) := Matrix.toLinAlgEquiv'
  have key : ∀ {X Y : Matrix n n ℂ}, IsQuaternionPair X Y → IsQuaternionPair (L X) (L Y) :=
    fun k => ⟨by rw [← map_mul, k.sqA, map_neg, map_one],
      by rw [← map_mul, k.sqB, map_neg, map_one], by rw [← map_mul, k.anti, map_neg, map_mul]⟩
  obtain ⟨φ, hφ⟩ := exists_intertwiner (key h) (key h') rfl
  let S : (Matrix n n ℂ)ˣ :=
    ⟨L.symm φ.toLinearMap, L.symm φ.symm.toLinearMap,
      L.injective (by
        rw [map_mul, L.apply_symm_apply, L.apply_symm_apply, map_one]
        exact LinearMap.ext fun v => φ.apply_symm_apply v),
      L.injective (by
        rw [map_mul, L.apply_symm_apply, L.apply_symm_apply, map_one]
        exact LinearMap.ext fun v => φ.symm_apply_apply v)⟩
  have hS : L (S : Matrix n n ℂ) = φ.toLinearMap := L.apply_symm_apply _
  refine ⟨S, ?_, ?_⟩
  · rw [Units.mul_inv_eq_iff_eq_mul]
    apply L.injective
    rw [map_mul, map_mul, hS]
    exact LinearMap.ext fun v => (hφ v).1
  · rw [Units.mul_inv_eq_iff_eq_mul]
    apply L.injective
    rw [map_mul, map_mul, hS]
    exact LinearMap.ext fun v => (hφ v).2
```

The target pair is

$$A_0=\begin{pmatrix}i&0\\0&-i\end{pmatrix},\qquad B_0=\begin{pmatrix}0&1\\-1&0\end{pmatrix}.$$

Both square to $-1$, and

$$A_0B_0=\begin{pmatrix}0&i\\i&0\end{pmatrix}=-B_0A_0.$$

Lean checks the relations entry by entry.

```lean
/-- The matrices `diag(i, -i)` and `[[0, 1], [-1, 0]]` form a quaternion pair. -/
theorem standardPair_witness :
    IsQuaternionPair (!![I, 0; 0, -I] : Matrix (Fin 2) (Fin 2) ℂ) !![0, 1; -1, 0] := by
  constructor <;> ext i j <;> fin_cases i <;> fin_cases j <;>
    simp [Matrix.mul_apply, Fin.sum_univ_succ]
```

Taking $A'=A_0$ and $B'=B_0$ puts every $2\times2$ pair into this form.

```lean
/-- Complex 2 by 2 matrices with `A² = B² = -1` and `AB = -BA` are brought by one invertible `S`
to `diag(i, -i)` and `[[0, 1], [-1, 0]]`. -/
theorem exists_standard_form {A B : Matrix (Fin 2) (Fin 2) ℂ} (h : IsQuaternionPair A B) :
    ∃ S : (Matrix (Fin 2) (Fin 2) ℂ)ˣ,
      (S : Matrix (Fin 2) (Fin 2) ℂ) * A * (S⁻¹ : (Matrix (Fin 2) (Fin 2) ℂ)ˣ)
        = (!![I, 0; 0, -I] : Matrix (Fin 2) (Fin 2) ℂ) ∧
      (S : Matrix (Fin 2) (Fin 2) ℂ) * B * (S⁻¹ : (Matrix (Fin 2) (Fin 2) ℂ)ˣ)
        = (!![0, 1; -1, 0] : Matrix (Fin 2) (Fin 2) ℂ) :=
  exists_similarity h standardPair_witness
```

## From matrices to the double group

A representation $\rho$ is a monoid homomorphism into complex matrices. It is called fermionic when `a 2` acts as $-1$, which expresses the sign change of a half-integer-spin state vector under a $2\pi$ rotation.

```lean
/-- A matrix representation of the C2v double group (the quaternion group of order 8) is
fermionic when the rotation by 2π, the element `a 2`, acts as `-1`. -/
def IsFermionic (ρ : QuaternionGroup 2 →* Matrix n n ℂ) : Prop := ρ (a 2) = -1
```

In the group, `a 1` and `xa 0` both square to `a 2`, and exchanging them costs a factor `a 2`. Applying $\rho$ turns these three identities into the relations for a pair.

```lean
/-- In a fermionic representation the lifted twofold rotation `a 1` and the lifted reflection
`xa 0` are represented by a quaternion pair. -/
theorem IsFermionic.isQuaternionPair {ρ : QuaternionGroup 2 →* Matrix n n ℂ}
    (h : IsFermionic ρ) : IsQuaternionPair (ρ (a 1)) (ρ (xa 0)) := by
  have h2 : ρ (a 2) = -1 := h
  have e1 : (a 1 * a 1 : QuaternionGroup 2) = a 2 := by rw [a_mul_a]; rfl
  have e2 : (xa 0 * xa 0 : QuaternionGroup 2) = a 2 := by rw [xa_mul_xa]; rfl
  have e3 : (a 1 * xa 0 : QuaternionGroup 2) = a 2 * (xa 0 * a 1) := by
    rw [a_mul_xa, xa_mul_a, a_mul_xa]; rfl
  exact ⟨by rw [← map_mul, e1, h2], by rw [← map_mul, e2, h2],
    by rw [← map_mul, e3, map_mul, h2, map_mul, neg_one_mul]⟩
```

Conversely, a pair defines a representation by

$$a_k\mapsto A^k,\qquad xa_k\mapsto BA^k,$$

with $k$ taken modulo 4. This is consistent because $A^4=1$. Since $A^{-1}=-A$, anticommutation gives $A^kB=BA^{-k}$, and so

$$(BA^k)(BA^l)=B^2A^{l-k}=A^{2+l-k}.$$

These are `hadd`, `hB` and the final `calc`; the four cases of `map_mul'` are the four kinds of product.

```lean
/-- The representation of the C2v double group generated by a quaternion pair of matrices. -/
def pairRep {A B : Matrix n n ℂ} (h : IsQuaternionPair A B) :
    QuaternionGroup 2 →* Matrix n n ℂ where
  toFun := fun
    | .a i => A ^ i.val
    | .xa i => B * A ^ i.val
  map_one' := by
    rw [one_def]
    change A ^ (0 : ZMod (2 * 2)).val = 1
    rw [ZMod.val_zero, pow_zero]
  map_mul' := by
    have h4 : A ^ (2 * 2) = 1 := by rw [pow_mul, pow_two A, h.sqA, neg_one_sq]
    have hadd : ∀ i j : ZMod (2 * 2), A ^ (i + j).val = A ^ i.val * A ^ j.val := fun i j => by
      rw [ZMod.val_add, ← pow_add]
      exact (pow_eq_pow_mod _ h4).symm
    -- moving `B` through a power of `A` inverts the power
    have hneg : ∀ i : ZMod (2 * 2), A ^ (-i).val = (-A) ^ i.val := fun i => by
      refine left_inv_eq_right_inv (a := A ^ i.val) ?_ ?_
      · rw [← hadd, neg_add_cancel, ZMod.val_zero, pow_zero]
      · rw [← (Commute.refl A).neg_right.mul_pow, mul_neg, h.sqA, neg_neg, one_pow]
    have hs : SemiconjBy B (-A) A := by
      change B * -A = A * B
      rw [h.anti, mul_neg]
    have hB : ∀ i : ZMod (2 * 2), A ^ i.val * B = B * A ^ (-i).val := fun i => by
      rw [hneg]
      exact (hs.pow_right i.val).eq.symm
    rintro (i | i) (j | j)
    · rw [a_mul_a]
      exact hadd i j
    · rw [a_mul_xa]
      change B * A ^ (j - i).val = A ^ i.val * (B * A ^ j.val)
      rw [sub_eq_neg_add, hadd, ← mul_assoc, ← mul_assoc, hB]
    · rw [xa_mul_a]
      change B * A ^ (i + j).val = B * A ^ i.val * A ^ j.val
      rw [hadd, mul_assoc]
    · rw [xa_mul_xa]
      change A ^ (((2 : ℕ) : ZMod (2 * 2)) + j - i).val = B * A ^ i.val * (B * A ^ j.val)
      have h2 : A ^ ((2 : ℕ) : ZMod (2 * 2)).val = -1 := by
        change A ^ 2 = -1
        rw [pow_two, h.sqA]
      have e : ((2 : ℕ) : ZMod (2 * 2)) + j - i = ((2 : ℕ) : ZMod (2 * 2)) + (-i + j) := by
        abel
      rw [e, hadd, hadd, h2, ← h.sqB]
      calc B * B * (A ^ (-i).val * A ^ j.val)
          = B * (B * A ^ (-i).val) * A ^ j.val := by simp only [mul_assoc]
        _ = B * (A ^ i.val * B) * A ^ j.val := by rw [hB]
        _ = B * A ^ i.val * (B * A ^ j.val) := by simp only [mul_assoc]
```

The element `a 2` goes to $A^2=-1$, so this representation is fermionic.

```lean
/-- The representation generated by a quaternion pair is fermionic. -/
theorem pairRep_isFermionic {A B : Matrix n n ℂ} (h : IsQuaternionPair A B) :
    IsFermionic (pairRep h) := by
  change A ^ 2 = -1
  rw [pow_two, h.sqA]
```

Given two fermionic representations $\rho,\sigma$ of equal dimension, one $S$ relates their values on `a 1` and `xa 0`. Every element is a power of `a 1`, or `xa 0` times such a power, so the same $S$ gives $S\rho(g)S^{-1}=\sigma(g)$ for all $g$.

```lean
/-- Any two fermionic representations of the C2v double group of the same dimension are
equivalent. -/
theorem fermionic_equivalent {ρ σ : QuaternionGroup 2 →* Matrix n n ℂ}
    (hρ : IsFermionic ρ) (hσ : IsFermionic σ) :
    ∃ S : (Matrix n n ℂ)ˣ, ∀ g,
      (S : Matrix n n ℂ) * ρ g * (S⁻¹ : (Matrix n n ℂ)ˣ) = σ g := by
  obtain ⟨S, hA, hB⟩ := exists_similarity hρ.isQuaternionPair hσ.isQuaternionPair
  rw [Units.mul_inv_eq_iff_eq_mul] at hA hB
  have sA : SemiconjBy (S : Matrix n n ℂ) (ρ (a 1)) (σ (a 1)) := hA
  have sB : SemiconjBy (S : Matrix n n ℂ) (ρ (xa 0)) (σ (xa 0)) := hB
  -- the two generators reach every group element
  have rot : ∀ i : ZMod (2 * 2), SemiconjBy (S : Matrix n n ℂ) (ρ (a i)) (σ (a i)) := by
    intro i
    have e : (a i : QuaternionGroup 2) = a 1 ^ i.val := by
      rw [a_one_pow, ZMod.natCast_zmod_val]
    rw [e, map_pow, map_pow]
    exact sA.pow_right _
  refine ⟨S, fun g => ?_⟩
  rw [Units.mul_inv_eq_iff_eq_mul]
  rcases g with i | i
  · exact (rot i).eq
  · have e : (xa i : QuaternionGroup 2) = xa 0 * a i := by rw [xa_mul_a, zero_add]
    rw [e, map_mul, map_mul]
    exact (sB.mul_right (rot i)).eq
```

In dimension two, $\sigma$ can be the representation generated by $A_0,B_0$. This proves uniqueness, and the explicit representation supplies existence. On a finite-dimensional space of four-component spinors that this double group maps to itself, with the $2\pi$ rotation acting as $-1$, the representation is thus fixed, up to a change of basis, by the dimension of the space.

```lean
/-- Every two-dimensional fermionic representation of the C2v double group is equivalent to the
one generated by `diag(i, -i)` and `[[0, 1], [-1, 0]]`. -/
theorem unique_two_dimensional {ρ : QuaternionGroup 2 →* Matrix (Fin 2) (Fin 2) ℂ}
    (hρ : IsFermionic ρ) :
    ∃ S : (Matrix (Fin 2) (Fin 2) ℂ)ˣ, ∀ g,
      (S : Matrix (Fin 2) (Fin 2) ℂ) * ρ g * (S⁻¹ : (Matrix (Fin 2) (Fin 2) ℂ)ˣ)
        = pairRep standardPair_witness g :=
  fermionic_equivalent hρ (pairRep_isFermionic standardPair_witness)

end

end C2vDoubleGroup
```

```lean
#print axioms C2vDoubleGroup.exists_standard_form
#print axioms C2vDoubleGroup.unique_two_dimensional
```

```
'C2vDoubleGroup.exists_standard_form' depends on axioms: [propext, Classical.choice, Quot.sound]
'C2vDoubleGroup.unique_two_dimensional' depends on axioms: [propext, Classical.choice, Quot.sound]
```
